# The overlap step of the Lieb–Mattis argument: a positive nondegenerate state inherits the reference total spin

## Definitions and conventions

Fix a finite set $n$ of basis labels $i$, to be thought of as the spin configurations of a small cluster at one fixed value of the total $S^z$, each multiplied by a sign chosen once and for all. A state is a list of real amplitudes $v_i$, an operator is a real matrix $A_{ij}$ acting as $(Av)_i=\sum_j A_{ij}v_j$, and the overlap of two states is $w\cdot u=\sum_i w_iu_i$. A vector $u$ is called positive if $u_i>0$ for every $i$, and $w$ is called nonnegative if $w_i\ge 0$ for every $i$. Both notions depend on the basis and on its signs, and every vector below is written in the same signed basis. The matrix $H$ stands for the Hamiltonian and $C$ for a conserved quantity, in the application the squared total spin $\mathbf S^2$ with $\hbar=1$. Vectors are not required to be normalised.

```lean
import Mathlib

open Matrix

namespace LiebMattisOverlap

noncomputable section

variable {n : Type*} [Fintype n]
```

These lines load the mathematical library, open a name space and declare the labels. `n` is the set of labels itself, not its size, and it is finite. A state then has the type `n → ℝ`, a function that returns the amplitude $v_i$ for the label $i$, and an operator has the type `Matrix n n ℝ`. In the code that follows, `H *ᵥ u` is $Hu$, `w ᵥ* C` is the row vector $w^{T}C$ with components $\sum_i w_iC_{ij}$, `w ⬝ᵥ u` is $w\cdot u$, and `E • u` is the number $E$ times the vector $u$.

```lean
/-- The level `E` of `H` is spanned by `u`: `u` solves the eigenvalue equation at `E`,
and every solution is a multiple of `u`. -/
def SpansLevel (H : Matrix n n ℝ) (E : ℝ) (u : n → ℝ) : Prop :=
  H *ᵥ u = E • u ∧ ∀ v : n → ℝ, H *ᵥ v = E • v → ∃ a : ℝ, v = a • u
```

`SpansLevel H E u` is a proposition, the meaning of `Prop`, with two parts joined by `∧`:
$$Hu=Eu,\qquad\text{and}\qquad Hv=Ev\ \Rightarrow\ v=au\ \text{ for some real } a .$$
For $u\neq0$ this says that $E$ is a nondegenerate eigenvalue of $H$ with eigenvector $u$. The definition also admits $u=0$, in which case $E$ is not an eigenvalue at all; in the main theorem that case is excluded by the positivity of $u$ together with $w\neq0$, which guarantees that the basis has at least one label. Nothing requires $E$ to be the lowest eigenvalue or $H$ to be symmetric, because the argument uses neither. If `hu` names a proof of `SpansLevel H E u`, then `hu.1` is the eigenvalue equation and `hu.2` is the nondegeneracy.

## Three lemmas

```lean
/-- If `C` commutes with `H` and `u` spans a level of `H`, then `C` maps `u` to a
multiple of itself. -/
theorem eigen_of_commute {H C : Matrix n n ℝ} {E : ℝ} {u : n → ℝ}
    (hHC : H * C = C * H) (hu : SpansLevel H E u) : ∃ a : ℝ, C *ᵥ u = a • u := by
  apply hu.2
  -- H (C u) = C (H u) = E (C u)
  rw [Matrix.mulVec_mulVec, hHC, ← Matrix.mulVec_mulVec, hu.1, Matrix.mulVec_smul]
```

Everything before the last colon of the statement is a variable or a named hypothesis, and what follows it is the conclusion. Here `hHC` is $HC=CH$, `hu` says that $u$ spans the level $E$, and the conclusion is that $Cu=au$ for some real $a$.

By hand,
$$H(Cu)=(HC)u=(CH)u=C(Hu)=C(Eu)=E\,(Cu),$$
so $Cu$ solves the eigenvalue equation at $E$, and nondegeneracy makes it a multiple of $u$. In Lean, `apply hu.2` uses the nondegeneracy with $v=Cu$ and leaves $H(Cu)=E\,Cu$ to be shown. The `rw` line performs the five equalities above in order: `Matrix.mulVec_mulVec` merges two actions into a matrix product, `hHC` swaps the factors, the reversed rule (marked `←`) splits them again, `hu.1` inserts $Hu=Eu$, and `Matrix.mulVec_smul` pulls out the scalar. The lemma gives no value for $a$.

```lean
/-- A nonzero vector with nonnegative amplitudes has strictly positive overlap with a
vector whose amplitudes are all positive. -/
theorem overlap_pos {u w : n → ℝ} (hu : ∀ i, 0 < u i) (hw : ∀ i, 0 ≤ w i)
    (hw0 : w ≠ 0) : 0 < w ⬝ᵥ u := by
  obtain ⟨j, hj⟩ := Function.ne_iff.mp hw0
  have hj' : w j ≠ 0 := hj
  have hpos : 0 < w j := lt_of_le_of_ne (hw j) hj'.symm
  unfold dotProduct
  exact Finset.sum_pos' (fun i _ => mul_nonneg (hw i) (hu i).le)
    ⟨j, Finset.mem_univ j, mul_pos hpos (hu j)⟩
```

For positive $u$ (`hu`), nonnegative $w$ (`hw`) and $w\neq0$ (`hw0`), the overlap obeys $w\cdot u>0$.

By hand: since $w\neq0$ there is a label $j$ with $w_j\neq0$, and with $w_j\ge0$ this means $w_j>0$. In $\sum_i w_iu_i$ every term is a product of nonnegative numbers, and the term $w_ju_j$ is strictly positive, so the sum is strictly positive. In Lean, `obtain ⟨j, hj⟩` extracts the label $j$, `hpos` records $w_j>0$, and `Finset.sum_pos'` is the rule that a finite sum of nonnegative terms with one positive term is positive. Its first argument supplies $w_iu_i\ge0$ for all $i$, and its second supplies $j$ with $w_ju_j>0$. The hypothesis $w\neq0$ also forces the basis to contain at least one label.

```lean
/-- Two eigenvectors of a real symmetric matrix with nonzero overlap have the same
eigenvalue. -/
theorem eigenvalue_eq_of_overlap {C : Matrix n n ℝ} {u w : n → ℝ} {a c : ℝ}
    (hC : C.IsSymm) (hu : C *ᵥ u = a • u) (hw : C *ᵥ w = c • w)
    (hov : w ⬝ᵥ u ≠ 0) : a = c := by
  have hleft : w ᵥ* C = c • w := by
    rw [← Matrix.mulVec_transpose, hC.eq, hw]
  -- evaluate the matrix element w · C u to the right and to the left
  have h : w ⬝ᵥ C *ᵥ u = (w ᵥ* C) ⬝ᵥ u := Matrix.dotProduct_mulVec w C u
  rw [hu, hleft, dotProduct_smul, smul_dotProduct, smul_eq_mul, smul_eq_mul] at h
  exact mul_right_cancel₀ hov h
```

`C.IsSymm` means $C^{T}=C$, the form that Hermiticity takes for a real matrix. If $Cu=au$, $Cw=cw$ and $w\cdot u\neq0$, then $a=c$. This is the familiar orthogonality of eigenvectors with different eigenvalues, read in the opposite direction.

By hand, evaluate the matrix element $w^{T}Cu$ in two ways. Acting to the right,
$$w\cdot(Cu)=w\cdot(au)=a\,(w\cdot u).$$
Acting to the left, symmetry gives $w^{T}C=(C^{T}w)^{T}=(Cw)^{T}=c\,w^{T}$, so
$$(w^{T}C)\,u=c\,(w\cdot u).$$
The two expressions are the same double sum $\sum_{ij}w_iC_{ij}u_j$, hence $a\,(w\cdot u)=c\,(w\cdot u)$, and the nonzero overlap cancels. In Lean, `hleft` is the action to the left, with `hC.eq` the only place where symmetry enters. The statement `h` equates the two bracketings, the following `rw` turns it into $a\,(w\cdot u)=c\,(w\cdot u)$, and `mul_right_cancel₀` cancels the factor using `hov`.

## The overlap step

```lean
/-- Overlap step of the Lieb-Mattis argument: let the symmetric `C` commute with `H`, let a
level of `H` be spanned by an entrywise positive `u`, and let `C w = c w` for a nonzero
entrywise nonnegative `w`; then `C u = c u`. -/
theorem overlap_step {H C : Matrix n n ℝ} {E c : ℝ} {u w : n → ℝ}
    (hC : C.IsSymm) (hHC : H * C = C * H) (hu : SpansLevel H E u)
    (hupos : ∀ i, 0 < u i) (hw : ∀ i, 0 ≤ w i) (hw0 : w ≠ 0)
    (hCw : C *ᵥ w = c • w) : C *ᵥ u = c • u := by
  obtain ⟨a, ha⟩ := eigen_of_commute hHC hu
  have hac : a = c := eigenvalue_eq_of_overlap hC ha hCw (overlap_pos hupos hw hw0).ne'
  rw [ha, hac]
```

In words: let $C$ be symmetric (`hC`) and commute with $H$ (`hHC`), let the level $E$ of $H$ be spanned by $u$ (`hu`) with all amplitudes positive (`hupos`), and let $w$ be nonnegative (`hw`), nonzero (`hw0`) and an eigenvector of $C$ with eigenvalue $c$ (`hCw`). Then $Cu=cu$. The vector $w$ need have no relation to $H$.

By hand the three lemmas are chained. Commutation and nondegeneracy give $Cu=au$ for an unknown $a$. The signs give $w\cdot u>0$. Symmetry of $C$ then gives $a=c$. The three lines of the proof do this: `eigen_of_commute` yields $a$ with `ha`, the term `(overlap_pos hupos hw hw0).ne'` weakens $w\cdot u>0$ to $w\cdot u\neq0$ for `eigenvalue_eq_of_overlap`, and the last line substitutes $a=c$.

In the physical setting $H$ is a Heisenberg Hamiltonian of spins one half on a finite cluster with two sublattices, with antiferromagnetic couplings between the sublattices and no antiferromagnetic coupling inside a sublattice, restricted to one $S^z$ sector. The Marshall rule multiplies each configuration by $-1$ for every down spin on one sublattice, which makes the off-diagonal elements of $H$ nonpositive, and a Perron–Frobenius argument for a connected set of couplings then makes the lowest level of the sector nondegenerate with positive amplitudes. That input appears here as the hypotheses `hu` and `hupos`; it is assumed, as are the symmetry of $\mathbf S^2$ and its commutation with $H$. What is usually called the Lieb–Mattis theorem names the ground-state spin in terms of the sublattice spins and orders the lowest energies by total spin. The theorem above is the linear-algebra step inside that argument which transfers an eigenvalue of $C$ from $w$ to $u$; it contains no lattice, no spin operators and no energy inequality. For exact diagonalisation of a finite spin cluster with a real Hamiltonian matrix that commutes with $\mathbf S^2$, it fixes the total spin of a sector's lowest state, provided that state is known to be nondegenerate and positive and a nonnegative eigenvector of $\mathbf S^2$ is available in the same signed basis.

```lean
/-- Under the hypotheses of the overlap step, every solution `v` of `H v = E v` obeys
`C v = c v`. -/
theorem level_inherits {H C : Matrix n n ℝ} {E c : ℝ} {u w : n → ℝ}
    (hC : C.IsSymm) (hHC : H * C = C * H) (hu : SpansLevel H E u)
    (hupos : ∀ i, 0 < u i) (hw : ∀ i, 0 ≤ w i) (hw0 : w ≠ 0)
    (hCw : C *ᵥ w = c • w) (v : n → ℝ) (hv : H *ᵥ v = E • v) : C *ᵥ v = c • v := by
  obtain ⟨b, rfl⟩ := hu.2 v hv
  rw [Matrix.mulVec_smul, overlap_step hC hHC hu hupos hw hw0 hCw, smul_comm]
```

The hypotheses are those of `overlap_step`, together with any vector $v$ obeying $Hv=Ev$ (`hv`). The conclusion is $Cv=cv$. It covers the normalised state $u/\sqrt{u\cdot u}$, the state $-u$ with reversed overall sign, and trivially $v=0$.

By hand, $v=bu$ for some real $b$, so $Cv=b\,Cu=b\,cu=c\,(bu)=cv$. In Lean, `obtain ⟨b, rfl⟩` takes $b$ from the nondegeneracy and replaces $v$ by $bu$ everywhere; the rewrite pulls $b$ out of $C$, applies `overlap_step`, and exchanges the two scalars with `smul_comm`.

```lean
/-- Comparison with a reference Hamiltonian: if `H` and `H₀` both commute with the symmetric
`C` and each has a level spanned by an entrywise positive vector, the two vectors are
eigenvectors of `C` with one common eigenvalue. -/
theorem reference_comparison [Nonempty n] {H H₀ C : Matrix n n ℝ} {E E₀ : ℝ} {u u₀ : n → ℝ}
    (hC : C.IsSymm) (hHC : H * C = C * H) (hH₀C : H₀ * C = C * H₀)
    (hu : SpansLevel H E u) (hu₀ : SpansLevel H₀ E₀ u₀)
    (hupos : ∀ i, 0 < u i) (hu₀pos : ∀ i, 0 < u₀ i) :
    ∃ c : ℝ, C *ᵥ u = c • u ∧ C *ᵥ u₀ = c • u₀ := by
  obtain ⟨c, hc⟩ := eigen_of_commute hH₀C hu₀
  have hne : u₀ ≠ 0 := by
    intro h
    obtain ⟨i⟩ := ‹Nonempty n›
    have hi := hu₀pos i
    rw [h] at hi
    simp at hi
  exact ⟨c, overlap_step hC hHC hu hupos (fun i => (hu₀pos i).le) hne hc, hc⟩
```

Now there are two Hamiltonians, $H$ and a reference $H_0$, both commuting with the symmetric $C$. The level $E$ of $H$ is spanned by a positive $u$, and the level $E_0$ of $H_0$ by a positive $u_0$. The conclusion is that one real number $c$ satisfies both $Cu=cu$ and $Cu_0=cu_0$. The two Hamiltonians need not commute with each other. `[Nonempty n]` states that the basis has at least one label, which earlier followed from $w\neq0$.

By hand: the first lemma applied to $H_0$ gives $Cu_0=cu_0$ for some $c$. A positive vector on a nonempty basis is nonnegative and nonzero, so $u_0$ can serve as $w$, and the overlap step gives $Cu=cu$. In Lean, `hne` proves $u_0\neq0$ by contradiction: if $u_0=0$, positivity at any label $i$ reads $0<0$. The last line lists $c$ and the two equations. The theorem does not compute $c$. In the application one chooses an $H_0$ whose spectrum is known in closed form and reads $c$ off it; that evaluation is a separate step.

```lean
/-- Spin form: if an entrywise positive `u` has eigenvalue `S (S + 1)` and a nonzero entrywise
nonnegative `w` has eigenvalue `S₀ (S₀ + 1)` of the same symmetric matrix, with
`S, S₀ ≥ 0`, then `S = S₀`. -/
theorem spin_eq {C : Matrix n n ℝ} {S S₀ : ℝ} {u w : n → ℝ}
    (hC : C.IsSymm) (hupos : ∀ i, 0 < u i) (hw : ∀ i, 0 ≤ w i) (hw0 : w ≠ 0)
    (hS : 0 ≤ S) (hS₀ : 0 ≤ S₀)
    (hCu : C *ᵥ u = (S * (S + 1)) • u) (hCw : C *ᵥ w = (S₀ * (S₀ + 1)) • w) :
    S = S₀ := by
  have h := eigenvalue_eq_of_overlap hC hCu hCw (overlap_pos hupos hw hw0).ne'
  -- S (S + 1) is injective on nonnegative S
  have hfac : (S - S₀) * (S + S₀ + 1) = 0 := by linear_combination h
  rcases mul_eq_zero.mp hfac with h1 | h1
  · linarith
  · linarith
```

This translates equal eigenvalues into equal spin quantum numbers. Let the positive $u$ have $Cu=S(S+1)u$ and the nonzero nonnegative $w$ have $Cw=S_0(S_0+1)w$, with real $S,S_0\ge0$. Then $S=S_0$. No Hamiltonian appears: that $u$ is an eigenvector of $C$ is the hypothesis `hCu`. That the eigenvalues have the form $S(S+1)$ is likewise assumed, and $S$ is not restricted to integers or half-integers.

By hand, the second and third lemmas give $S(S+1)=S_0(S_0+1)$, which is `h`. Expanding,
$$(S-S_0)(S+S_0+1)=S^2+S-S_0^2-S_0=S(S+1)-S_0(S_0+1)=0 .$$
`linear_combination h` checks this identity. A product vanishes only if a factor does, and `rcases` splits into the two cases. In the first, $S-S_0=0$ is the claim. In the second, $S+S_0+1=0$ contradicts $S+S_0+1\ge1$, which is where `hS` and `hS₀` are used, and `linarith` finds the contradiction.

## The Heisenberg dimer

```lean
/-- Heisenberg coupling `S₁ · S₂` of two spins one half in the `Sz = 0` sector, in the
basis `|↑↓⟩, -|↓↑⟩`. -/
def dimerH : Matrix (Fin 2) (Fin 2) ℝ := !![-1/4, -1/2; -1/2, -1/4]
```

`Fin 2` has the labels $0$ and $1$, and `!![…; …]` lists a matrix row by row. Two spins one half with spin operators $\mathbf S_1,\mathbf S_2$ and unit antiferromagnetic coupling have $H=\mathbf S_1\cdot\mathbf S_2=S_1^zS_2^z+\tfrac12(S_1^+S_2^-+S_1^-S_2^+)$. On $|{\uparrow\downarrow}\rangle$ and $|{\downarrow\uparrow}\rangle$ the first term gives $-\tfrac14$ and the second exchanges the two states with amplitude $+\tfrac12$. In the signed basis $e_0=|{\uparrow\downarrow}\rangle$, $e_1=-|{\downarrow\uparrow}\rangle$, which is the Marshall rule with the first site as the chosen sublattice, the off-diagonal element changes sign:
$$H=\begin{pmatrix}-\tfrac14&-\tfrac12\\-\tfrac12&-\tfrac14\end{pmatrix}.$$

```lean
/-- Squared total spin of two spins one half in the `Sz = 0` sector, in the basis
`|↑↓⟩, -|↓↑⟩`. -/
def dimerS2 : Matrix (Fin 2) (Fin 2) ℝ := !![1, -1; -1, 1]
```

With $\mathbf S=\mathbf S_1+\mathbf S_2$ one has $\mathbf S^2=\tfrac34+\tfrac34+2\,\mathbf S_1\cdot\mathbf S_2$, so the diagonal elements are $\tfrac32-\tfrac12=1$ and the off-diagonal ones are $-1$:
$$C=\begin{pmatrix}1&-1\\-1&1\end{pmatrix}.$$
Both matrices enter Lean as tables of numbers; they are not built from spin operators there.

```lean
/-- The Heisenberg dimer meets the hypotheses of the overlap step with `E = -3/4`,
`u = w = (1, 1)` and `c = 0`. -/
theorem overlap_step_witness :
    dimerS2.IsSymm ∧ dimerH * dimerS2 = dimerS2 * dimerH ∧
    SpansLevel dimerH (-3/4) ![1, 1] ∧ (∀ i, 0 < (![1, 1] : Fin 2 → ℝ) i) ∧
    (![1, 1] : Fin 2 → ℝ) ≠ 0 ∧ dimerS2 *ᵥ ![1, 1] = (0 : ℝ) • ![1, 1] := by
  refine ⟨?_, ?_, ⟨?_, ?_⟩, ?_, ?_, ?_⟩
  · unfold Matrix.IsSymm
    ext i j
    fin_cases i <;> fin_cases j <;> simp [dimerS2]
  · ext i j
    fin_cases i <;> fin_cases j <;>
      norm_num [dimerH, dimerS2, Matrix.mul_apply, Fin.sum_univ_two]
  · ext i
    fin_cases i <;> norm_num [dimerH, Matrix.mulVec, dotProduct, Fin.sum_univ_two]
  · intro v hv
    -- the first row of the eigenvalue equation forces equal amplitudes
    have h0 := congrFun hv 0
    simp [dimerH, Matrix.mulVec, dotProduct, Fin.sum_univ_two] at h0
    have h1 : v 1 = v 0 := by linarith
    refine ⟨v 0, ?_⟩
    ext i
    fin_cases i <;> simp [h1]
  · intro i
    fin_cases i <;> simp
  · intro h
    have h0 := congrFun h 0
    simp at h0
  · ext i
    fin_cases i <;> norm_num [dimerS2, Matrix.mulVec, dotProduct, Fin.sum_univ_two]
```

`![1, 1]` is the vector $u$ with $u_0=u_1=1$, the subscripts now being the labels $0$ and $1$. The theorem lists six facts: $C$ is symmetric, $HC=CH$, $u$ spans the level $E=-\tfrac34$, $u$ is positive, $u\neq0$, and $Cu=0\cdot u$. With $w=u$ and $c=0$ these are the hypotheses of `overlap_step`, nonnegativity of $w$ following from positivity. The normalised state is $(e_0+e_1)/\sqrt2=(|{\uparrow\downarrow}\rangle-|{\downarrow\uparrow}\rangle)/\sqrt2$, the singlet, with amplitudes $1/\sqrt2$ and $S=0$. The theorem does not state that $-\tfrac34$ is the lower of the two levels.

By hand, symmetry is read off the table, and $C=\tfrac32+2H$ commutes with $H$. Each row of $H$ sums to $-\tfrac34$ and each row of $C$ to $0$, which gives $Hu=-\tfrac34u$ and $Cu=0$. For nondegeneracy, row $0$ of $Hv=-\tfrac34v$ is
$$-\tfrac14v_0-\tfrac12v_1=-\tfrac34v_0,$$
so $v_1=v_0$ and $v=v_0\,(1,1)$. In Lean, `refine` splits the claim into seven goals, since `SpansLevel` counts twice. Matrix and vector equations are checked entry by entry: `ext` passes to components, `fin_cases` runs over the labels $0$ and $1$, and `simp` or `norm_num` does the arithmetic, the commutator included. In the fourth goal `congrFun hv 0` is row $0$, `h1` is $v_1=v_0$, and `v 0` is offered as the multiple.

## Dropping a hypothesis

```lean
/-- For the dimer, the vector `(1, -1)` of mixed sign has squared total spin `2`, while
`(1, 1)` is not an eigenvector of the squared total spin with eigenvalue `2`. -/
theorem sign_condition_needed :
    dimerS2 *ᵥ ![1, -1] = (2 : ℝ) • ![1, -1] ∧
    dimerS2 *ᵥ ![1, 1] ≠ (2 : ℝ) • ![1, 1] := by
  constructor
  · ext i
    fin_cases i <;> norm_num [dimerS2, Matrix.mulVec, dotProduct, Fin.sum_univ_two]
  · intro h
    have h0 := congrFun h 0
    norm_num [dimerS2, Matrix.mulVec, dotProduct, Fin.sum_univ_two] at h0

end

end LiebMattisOverlap
```

Two facts about the dimer are stated: $C(1,-1)=2\,(1,-1)$, and $C(1,1)\neq2\,(1,1)$. By hand, the components of $C(1,-1)$ are $1+1=2$ and $-1-1=-2$, and component $0$ of the second equation would read $0=2$, which is the contradiction that `h0` yields. The normalised vector $(e_0-e_1)/\sqrt2=(|{\uparrow\downarrow}\rangle+|{\downarrow\uparrow}\rangle)/\sqrt2$ is the $S^z=0$ member of the triplet, with $S(S+1)=2$.

Take $u=(1,1)$, $w=(1,-1)$ and $c=2$. By `overlap_step_witness` the hypotheses on $H$, $C$ and $u$ hold, $w$ is a nonzero eigenvector of $C$, and only `hw` fails. The conclusion $Cu=2u$ is false. The argument breaks at the overlap, $w\cdot u=1-1=0$, which leaves nothing to cancel.

The two further examples below are worked on paper only and have no Lean statement behind them. If $u$ is merely nonnegative, take $H=C=\operatorname{diag}(0,1)$, $E=0$, $u=(1,0)$, $w=(0,1)$, $c=1$: the supports are disjoint, the overlap vanishes again, and $Cu=0\neq u$. If $C$ is not symmetric, take $H=C=\begin{pmatrix}1&1\\0&2\end{pmatrix}$, $E=2$, $u=(1,1)$, $w=(1,0)$, $c=1$: the level is spanned by the positive $u$ and the overlap equals $1$, yet $Cu=2u\neq u$, because $w^{T}C=(1,1)$ is not $c\,w^{T}$.

```lean
#print axioms LiebMattisOverlap.overlap_step
#print axioms LiebMattisOverlap.level_inherits
#print axioms LiebMattisOverlap.spin_eq
#print axioms LiebMattisOverlap.sign_condition_needed
```

```
'LiebMattisOverlap.overlap_step' depends on axioms: [propext, Classical.choice, Quot.sound]
'LiebMattisOverlap.level_inherits' depends on axioms: [propext, Classical.choice, Quot.sound]
'LiebMattisOverlap.spin_eq' depends on axioms: [propext, Classical.choice, Quot.sound]
'LiebMattisOverlap.sign_condition_needed' depends on axioms: [propext, Classical.choice, Quot.sound]
```
